# The two-body cumulant of a mixture is the mean cumulant plus an antisymmetrised one-body covariance

Mixing two states with weights $t$ and $1-t$ gives the cumulant

$$\Lambda=t\Lambda_1+(1-t)\Lambda_2+t(1-t)\,(\gamma_1-\gamma_2)\wedge(\gamma_1-\gamma_2).$$

Here $\gamma_1,\gamma_2$ are the one-body density matrices, $(A\wedge A)_{ijkl}=A_{ik}A_{jl}-A_{il}A_{jk}$, and each cumulant is $D-\gamma\wedge\gamma$, with $D$ the two-body density matrix. For fermions in an orthonormal spin-orbital basis, $\gamma_{ik}=\langle a_k^\dagger a_i\rangle$ and $D_{ijkl}=\langle a_k^\dagger a_l^\dagger a_j a_i\rangle$. If $0<t<1$, both members factorise ($D_a=\gamma_a\wedge\gamma_a$), and the $\gamma_a$ are Hermitian with equal trace, then $\Lambda=0$ exactly when $\gamma_1=\gamma_2$.

## Averaged density matrices in a code

State-averaged multiconfigurational codes form weighted averages of $\gamma$ and $D$. In a finite spin-orbital basis, with `g` the averaged $\gamma$ and `D` the averaged $D$ in the index order above, the cumulant of those averages is

`L = D - einsum('ik,jl->ijkl', g, g) + einsum('il,jk->ijkl', g, g)`

Averaging the members' cumulants instead leaves out the last term of the identity. Rebuilding $D$ as $\gamma\wedge\gamma$ from the averaged $\gamma$ drops all of $\Lambda$. With positive weights this is nonzero even for single determinants, if they have the same particle number and are not all the same state. For two determinants that differ in one orbital, with $\gamma_1-\gamma_2=\mathrm{diag}(1,-1)$ on the two orbitals involved, equal weights give $\Lambda_{1212}=-1/4$.

## From covariance to a vanishing norm

For numbers $a_1,a_2,b_1,b_2$, expanding the product of means gives

$$ta_1b_1+(1-t)a_2b_2-(ta_1+(1-t)a_2)(tb_1+(1-t)b_2)=t(1-t)(a_1-a_2)(b_1-b_2).$$

Take $a=\gamma_{ik}$, $b=\gamma_{jl}$, then subtract the case $a=\gamma_{il}$, $b=\gamma_{jk}$. With $\gamma=t\gamma_1+(1-t)\gamma_2$, this yields

$$t\,\gamma_1\wedge\gamma_1+(1-t)\,\gamma_2\wedge\gamma_2-\gamma\wedge\gamma=t(1-t)(\gamma_1-\gamma_2)\wedge(\gamma_1-\gamma_2).$$

Substituting $D_a=\Lambda_a+\gamma_a\wedge\gamma_a$ into the mixed $D$ proves the identity.

Next take the pair trace:

$$\sum_{ij}(A\wedge A)_{ijij}=\sum_{ij}(A_{ii}A_{jj}-A_{ij}A_{ji})=(\mathrm{tr}A)^2-\mathrm{tr}A^2.$$

If $A$ is Hermitian and traceless, this equals $-\sum_{ij}|A_{ij}|^2=-\|A\|^2$. For factorised members $\Lambda_1=\Lambda_2=0$, so $\Lambda=0$ implies $t(1-t)\|\gamma_1-\gamma_2\|^2=0$, hence $\gamma_1=\gamma_2$. The converse is immediate.

For positive weights $w_a$ summing to one, let $\bar\gamma=\sum_a w_a\gamma_a$ and $\delta_a=\gamma_a-\bar\gamma$. For numbers $x_a,y_a$ with means $X,Y$,

$$\sum_a w_a(x_a-X)(y_a-Y)=\sum_a w_ax_ay_a-XY.$$

The same substitution gives $\Lambda=\sum_a w_a\Lambda_a+\sum_a w_a\,\delta_a\wedge\delta_a$. With factorised members and Hermitian $\gamma_a$ of common trace, each $\delta_a$ is Hermitian and traceless. A zero cumulant then gives $\sum_a w_a\|\delta_a\|^2=0$, so every $\delta_a$ vanishes.

Equal traces matter. Mix the vacuum, $\gamma_2=0$, with one particle in a normalised orbital $v$, $\gamma_1=vv^\dagger$. The direct and exchange terms of $vv^\dagger$ cancel, so $\Lambda=0$ although $\gamma_1\ne\gamma_2$.

## The Lean file

```lean
import Mathlib

open Matrix

namespace EnsembleCumulant

noncomputable section

variable {n ι : Type*} [Fintype n] [Fintype ι]

/-- Four-index tensors `T i j k l`, the home of two-body density matrices. -/
abbrev PairTensor (n : Type*) := n → n → n → n → ℂ

/-- The antisymmetrised product of a one-body matrix with itself,
`A i k * A j l - A i l * A j k`. -/
def antisymSquare (A : Matrix n n ℂ) : PairTensor n :=
  fun i j k l => A i k * A j l - A i l * A j k

/-- The two-body cumulant: the two-body density matrix `D` minus the antisymmetrised
product of the one-body density matrix `γ` with itself. -/
def cumulant (γ : Matrix n n ℂ) (D : PairTensor n) : PairTensor n :=
  fun i j k l => D i j k l - antisymSquare γ i j k l

/-- The full trace of a two-body tensor over ordered pairs of orbitals. -/
def pairTrace (T : PairTensor n) : ℂ := ∑ i, ∑ j, T i j i j

/-- The squared Hilbert-Schmidt norm of a one-body matrix. -/
def hsNormSq (A : Matrix n n ℂ) : ℝ := ∑ i, ∑ j, ‖A i j‖ ^ 2

omit [Fintype n] in
/-- The cumulant of a mixture of two states is the mixture of their cumulants plus
`t (1 - t)` times the antisymmetrised square of the difference of the one-body matrices. -/
theorem cumulant_mix (t : ℝ) (γ₁ γ₂ : Matrix n n ℂ) (D₁ D₂ : PairTensor n) :
    cumulant ((t : ℂ) • γ₁ + (1 - t : ℂ) • γ₂) ((t : ℂ) • D₁ + (1 - t : ℂ) • D₂) =
      (t : ℂ) • cumulant γ₁ D₁ + (1 - t : ℂ) • cumulant γ₂ D₂
        + (t * (1 - t) : ℂ) • antisymSquare (γ₁ - γ₂) := by
  funext i j k l
  simp only [cumulant, antisymSquare, Pi.add_apply, Pi.smul_apply, Matrix.add_apply,
    Matrix.sub_apply, Matrix.smul_apply, smul_eq_mul]
  ring

/-- The pair trace of the antisymmetrised square of `A` is `(tr A)² - tr A²`. -/
theorem pairTrace_antisymSquare (A : Matrix n n ℂ) :
    pairTrace (antisymSquare A) = A.trace ^ 2 - (A * A).trace := by
  simp only [pairTrace, antisymSquare, Finset.sum_sub_distrib, Matrix.trace,
    Matrix.diag_apply, Matrix.mul_apply, pow_two, Finset.sum_mul_sum]

/-- For a Hermitian traceless matrix the pair trace of the antisymmetrised square is minus
the squared Hilbert-Schmidt norm. -/
theorem pairTrace_of_traceless (A : Matrix n n ℂ) (hA : A.IsHermitian) (h : A.trace = 0) :
    pairTrace (antisymSquare A) = -(hsNormSq A : ℂ) := by
  have key : (A * A).trace = (hsNormSq A : ℂ) := by
    simp only [Matrix.trace, Matrix.diag_apply, Matrix.mul_apply, hsNormSq,
      Complex.ofReal_sum]
    refine Finset.sum_congr rfl fun i _ => Finset.sum_congr rfl fun j _ => ?_
    rw [← hA.apply j i, ← Complex.normSq_eq_norm_sq]
    exact Complex.mul_conj _
  rw [pairTrace_antisymSquare, h, key]
  ring

/-- A one-body matrix with zero Hilbert-Schmidt norm is zero. -/
theorem eq_zero_of_hsNormSq {A : Matrix n n ℂ} (h : hsNormSq A = 0) : A = 0 := by
  ext i j
  have h1 : ∀ i ∈ Finset.univ, 0 ≤ ∑ j, ‖A i j‖ ^ 2 := fun i _ => by positivity
  have h2 : ∀ j ∈ Finset.univ, 0 ≤ ‖A i j‖ ^ 2 := fun j _ => by positivity
  have h3 := (Finset.sum_eq_zero_iff_of_nonneg h1).mp h i (Finset.mem_univ i)
  have h4 := (Finset.sum_eq_zero_iff_of_nonneg h2).mp h3 j (Finset.mem_univ j)
  exact norm_eq_zero.mp (pow_eq_zero_iff two_ne_zero |>.mp h4)

/-- Mix two states with factorised two-body matrices and Hermitian one-body matrices of
equal trace, with `0 < t < 1`. The cumulant vanishes exactly when the one-body matrices
coincide. -/
theorem cumulant_mix_eq_zero_iff {t : ℝ} (ht0 : 0 < t) (ht1 : t < 1)
    {γ₁ γ₂ : Matrix n n ℂ} {D₁ D₂ : PairTensor n}
    (hD₁ : D₁ = antisymSquare γ₁) (hD₂ : D₂ = antisymSquare γ₂)
    (h₁ : γ₁.IsHermitian) (h₂ : γ₂.IsHermitian) (htr : γ₁.trace = γ₂.trace) :
    cumulant ((t : ℂ) • γ₁ + (1 - t : ℂ) • γ₂) ((t : ℂ) • D₁ + (1 - t : ℂ) • D₂) = 0
      ↔ γ₁ = γ₂ := by
  have hz : ∀ γ : Matrix n n ℂ, cumulant γ (antisymSquare γ) = 0 := fun γ => by
    funext i j k l
    simp [cumulant]
  have hne : (t * (1 - t) : ℂ) ≠ 0 := by
    have h : t * (1 - t) ≠ 0 := (mul_pos ht0 (sub_pos.mpr ht1)).ne'
    exact_mod_cast h
  rw [cumulant_mix, hD₁, hD₂]
  simp only [hz, smul_zero, zero_add]
  constructor
  · intro h
    have hs := (smul_eq_zero.mp h).resolve_left hne
    -- the pair trace turns the tensor equation into a vanishing norm
    have hp := pairTrace_of_traceless (γ₁ - γ₂) (h₁.sub h₂)
      (by rw [Matrix.trace_sub, htr, sub_self])
    have h0 : pairTrace (0 : PairTensor n) = 0 := by simp [pairTrace]
    rw [hs, h0] at hp
    have hn : (hsNormSq (γ₁ - γ₂) : ℂ) = 0 := by linear_combination hp
    exact sub_eq_zero.mp (eq_zero_of_hsNormSq (Complex.ofReal_eq_zero.mp hn))
  · intro h
    funext i j k l
    simp [h, antisymSquare]

omit [Fintype n] in
/-- For a nonzero vector `v`, the matrix `v v†` is nonzero, yet mixing it with the zero matrix gives
zero cumulant when each two-body tensor is the antisymmetrised square of its one-body matrix. -/
theorem cumulant_mix_vacuum (t : ℝ) (v : n → ℂ) (hv : v ≠ 0) :
    vecMulVec v (star v) ≠ 0 ∧
      cumulant ((t : ℂ) • vecMulVec v (star v) + (1 - t : ℂ) • (0 : Matrix n n ℂ))
        ((t : ℂ) • antisymSquare (vecMulVec v (star v))
          + (1 - t : ℂ) • antisymSquare (0 : Matrix n n ℂ)) = 0 := by
  constructor
  · intro h
    obtain ⟨i, hi⟩ := Function.ne_iff.mp hv
    have hii := congr_fun (congr_fun h i) i
    simp [vecMulVec_apply] at hii
    exact hi hii
  · funext i j k l
    simp only [cumulant, antisymSquare, Pi.add_apply, Pi.smul_apply, Matrix.add_apply,
      Matrix.smul_apply, vecMulVec_apply, Matrix.zero_apply, Pi.zero_apply, smul_eq_mul]
    ring

/-- For weights that sum to one, the weighted covariance of two quantities is the mean of
their product minus the product of their means `X` and `Y`. -/
theorem weighted_covariance (w x y : ι → ℂ) (X Y : ℂ) (hw : ∑ a, w a = 1)
    (hX : ∑ a, w a * x a = X) (hY : ∑ a, w a * y a = Y) :
    ∑ a, w a * ((x a - X) * (y a - Y)) = ∑ a, w a * (x a * y a) - X * Y := by
  have h : ∑ a, w a * ((x a - X) * (y a - Y)) = ∑ a, w a * (x a * y a)
      - Y * ∑ a, w a * x a - X * ∑ a, w a * y a + X * Y * ∑ a, w a := by
    simp only [Finset.mul_sum, ← Finset.sum_sub_distrib, ← Finset.sum_add_distrib]
    exact Finset.sum_congr rfl fun a _ => by ring
  rw [h, hX, hY, hw]
  ring

omit [Fintype n] in
/-- For weights that sum to one, the cumulant of an ensemble is the mean cumulant plus the
mean antisymmetrised square of the deviations from the mean one-body matrix. -/
theorem cumulant_ensemble (w : ι → ℝ) (γ : ι → Matrix n n ℂ) (D : ι → PairTensor n)
    (hw : ∑ a, w a = 1) :
    cumulant (∑ a, (w a : ℂ) • γ a) (∑ a, (w a : ℂ) • D a) =
      ∑ a, (w a : ℂ) • cumulant (γ a) (D a)
        + ∑ a, (w a : ℂ) • antisymSquare (γ a - ∑ b, (w b : ℂ) • γ b) := by
  have hw' : ∑ a, (w a : ℂ) = 1 := by exact_mod_cast hw
  obtain ⟨G, hG⟩ : ∃ G, G = ∑ a, (w a : ℂ) • γ a := ⟨_, rfl⟩
  rw [← hG]
  have hx : ∀ p q, ∑ a, (w a : ℂ) * γ a p q = G p q := fun p q => by
    simp only [hG, Matrix.sum_apply, Matrix.smul_apply, smul_eq_mul]
  have c : ∀ p q r s, ∑ a, (w a : ℂ) * ((γ a p q - G p q) * (γ a r s - G r s)) =
      ∑ a, (w a : ℂ) * (γ a p q * γ a r s) - G p q * G r s := fun p q r s =>
    weighted_covariance _ _ _ _ _ hw' (hx p q) (hx r s)
  have hsub : ∀ u v : ι → ℂ, ∑ a, (w a : ℂ) * (u a - v a) =
      ∑ a, (w a : ℂ) * u a - ∑ a, (w a : ℂ) * v a := fun u v => by
    simp only [mul_sub, Finset.sum_sub_distrib]
  funext i j k l
  simp only [cumulant, antisymSquare, Pi.add_apply, Finset.sum_apply, Pi.smul_apply,
    smul_eq_mul, Matrix.sub_apply, hsub]
  -- direct and exchange parts are both covariances
  linear_combination c i l j k - c i k j l

/-- Take an ensemble with positive weights that sum to one, factorised two-body matrices and
Hermitian one-body matrices of common trace `N`. Its cumulant vanishes exactly when all
one-body matrices coincide. -/
theorem cumulant_ensemble_eq_zero_iff (w : ι → ℝ) (γ : ι → Matrix n n ℂ)
    (D : ι → PairTensor n) (N : ℂ) (hpos : ∀ a, 0 < w a) (hw : ∑ a, w a = 1)
    (hD : ∀ a, D a = antisymSquare (γ a)) (hγ : ∀ a, (γ a).IsHermitian)
    (hN : ∀ a, (γ a).trace = N) :
    cumulant (∑ a, (w a : ℂ) • γ a) (∑ a, (w a : ℂ) • D a) = 0 ↔ ∀ a b, γ a = γ b := by
  have hw' : ∑ a, (w a : ℂ) = 1 := by exact_mod_cast hw
  have hz : ∀ γ : Matrix n n ℂ, cumulant γ (antisymSquare γ) = 0 := fun γ => by
    funext i j k l
    simp [cumulant]
  rw [cumulant_ensemble w γ D hw]
  simp only [hD, hz, smul_zero, Finset.sum_const_zero, zero_add]
  obtain ⟨G, hG⟩ : ∃ G, G = ∑ a, (w a : ℂ) • γ a := ⟨_, rfl⟩
  rw [← hG]
  constructor
  · intro h
    have hGh : G.IsHermitian := by
      rw [hG, Matrix.IsHermitian, Matrix.conjTranspose_sum]
      refine Finset.sum_congr rfl fun a _ => ?_
      simp [Matrix.conjTranspose_smul, (hγ a).eq]
    have hGt : G.trace = N := by
      simp only [hG, Matrix.trace_sum, Matrix.trace_smul, hN, smul_eq_mul,
        ← Finset.sum_mul, hw', one_mul]
    have hdev : ∀ a, pairTrace (antisymSquare (γ a - G)) = -(hsNormSq (γ a - G) : ℂ) :=
      fun a => pairTrace_of_traceless _ ((hγ a).sub hGh)
        (by rw [Matrix.trace_sub, hN, hGt, sub_self])
    -- the pair trace is linear, so the weighted squared deviations sum to zero
    have hlin : ∀ T : ι → PairTensor n,
        pairTrace (∑ a, (w a : ℂ) • T a) = ∑ a, (w a : ℂ) * pairTrace (T a) := fun T => by
      simp only [pairTrace, Finset.sum_apply, Pi.smul_apply, smul_eq_mul, Finset.mul_sum]
      symm
      rw [Finset.sum_comm]
      exact Finset.sum_congr rfl fun i _ => Finset.sum_comm
    have h0 : pairTrace (0 : PairTensor n) = 0 := by simp [pairTrace]
    have hp := congrArg pairTrace h
    rw [hlin, h0] at hp
    simp only [hdev, mul_neg, Finset.sum_neg_distrib, neg_eq_zero] at hp
    have hr : ∑ a, w a * hsNormSq (γ a - G) = 0 := by exact_mod_cast hp
    have hnn : ∀ a ∈ Finset.univ, 0 ≤ w a * hsNormSq (γ a - G) := fun a _ =>
      mul_nonneg (hpos a).le (by unfold hsNormSq; positivity)
    have hall := (Finset.sum_eq_zero_iff_of_nonneg hnn).mp hr
    have hmean : ∀ a, γ a = G := fun a => sub_eq_zero.mp (eq_zero_of_hsNormSq
      ((mul_eq_zero.mp (hall a (Finset.mem_univ a))).resolve_left (hpos a).ne'))
    exact fun a b => (hmean a).trans (hmean b).symm
  · intro h
    refine Finset.sum_eq_zero fun a _ => ?_
    have e : G = γ a := by
      have hc : ∀ b ∈ Finset.univ, (w b : ℂ) • γ b = (w b : ℂ) • γ a := fun b _ => by
        rw [h b a]
      rw [hG, Finset.sum_congr rfl hc, ← Finset.sum_smul, hw', one_smul]
    funext i j k l
    simp [e, antisymSquare]

end

end EnsembleCumulant
```

```lean
#print axioms EnsembleCumulant.cumulant_mix_eq_zero_iff
-- 'EnsembleCumulant.cumulant_mix_eq_zero_iff' depends on axioms: [propext, Classical.choice, Quot.sound]
#print axioms EnsembleCumulant.cumulant_mix_vacuum
-- 'EnsembleCumulant.cumulant_mix_vacuum' depends on axioms: [propext, Classical.choice, Quot.sound]
#print axioms EnsembleCumulant.cumulant_ensemble_eq_zero_iff
-- 'EnsembleCumulant.cumulant_ensemble_eq_zero_iff' depends on axioms: [propext, Classical.choice, Quot.sound]
```

## Scope of the theorems and their proofs

`Matrix n n ℂ` holds a one-body matrix and `PairTensor n` a two-body one. The direct term is $\gamma_{ik}\gamma_{jl}$, and `pairTrace` sums over ordered pairs, so an $N$-electron determinant has pair trace $N(N-1)$. If a code normalises $D$ to $N(N-1)/2$, it must be rescaled first, and if its index order differs, it must be transposed. Spin-summed matrices do not fit this formula as it stands.

`cumulant_mix` and `cumulant_ensemble` assume neither Hermiticity nor positivity; the latter needs only real weights summing to one. In the vanishing criteria, `hD₁`, `hD₂` and `hD` say that members have no two-body correlation beyond exchange, as for single determinants. `htr` and `hN` express equal mean particle number. Ensembles whose members differ in mean particle number therefore fall under the identities but not the criteria. $N$-representability is neither assumed nor established, and the criteria concern an exactly zero cumulant, not one below a numerical threshold.

In the proofs, `ring` checks the two-state expansion entry by entry. `pairTrace_antisymSquare` and `pairTrace_of_traceless` carry out the trace calculation, and `eq_zero_of_hsNormSq` turns zero norm into a zero matrix. `cumulant_mix_eq_zero_iff` combines them, while `cumulant_mix_vacuum` checks the counterexample, allowing unnormalised $v$.

For ensembles, `weighted_covariance` is used once for the direct and once for the exchange part, and `linear_combination` joins the two in `cumulant_ensemble`. `cumulant_ensemble_eq_zero_iff` then takes the pair trace and uses `Finset.sum_eq_zero_iff_of_nonneg` to make each weighted squared deviation zero.
